# The mean energy transfer to a harmonic oscillator at zero temperature is the recoil energy (ħQ)²/2M

An oscillator of mass M and frequency ω, at zero temperature, takes up n quanta at momentum transfer ħQ with intensity Pₙ = xⁿe⁻ˣ/n!, where x = ħQ²/(2Mω); these intensities are taken as the definition and add up to one. The declaration `recoil_energy` states that the series of terms 2M · nħω · Pₙ converges to (ħQ)², so that the mean energy transfer is (ħQ)²/2M, whatever the frequency. It asks only that M and ω be nonzero real numbers. The attempt takes the mean number of quanta, x, from `mean_quanta`, multiplies that series by 2Mħω, and uses `convert` to match the result to the statement.

An attempt in Lean 4 with a fault in it:

```lean
import Mathlib

open Finset

namespace OvertoneRecoil

noncomputable section

/-- Zero-temperature intensity of the `n`-quantum line of an oscillator at momentum
transfer `Q`, with `a` the squared length that sets the scale of `Q`. -/
def overtone (a : ℝ) (n : ℕ) (Q : ℝ) : ℝ :=
  (a * Q ^ 2) ^ n * Real.exp (-(a * Q ^ 2)) / (n.factorial : ℝ)

/-- Neighbouring overtones are linked by `(n + 1) P_{n+1} = a Q² P_n`. -/
theorem overtone_ladder (a Q : ℝ) (n : ℕ) :
    ((n : ℝ) + 1) * overtone a (n + 1) Q = a * Q ^ 2 * overtone a n Q := by
  unfold overtone
  generalize a * Q ^ 2 = x
  have hf : (0 : ℝ) < (n.factorial : ℝ) := by exact_mod_cast n.factorial_pos
  rw [Nat.factorial_succ]
  push_cast
  rw [mul_div_assoc', mul_div_assoc', div_eq_div_iff (by positivity) (by positivity)]
  ring

/-- The intensities of all lines, the elastic one included, add up to one. -/
theorem overtone_sum (a Q : ℝ) : HasSum (fun n : ℕ => overtone a n Q) 1 := by
  have h : HasSum (fun n : ℕ => (a * Q ^ 2) ^ n / (n.factorial : ℝ))
      (Real.exp (a * Q ^ 2)) := by
    rw [Real.exp_eq_exp_ℝ]
    exact NormedSpace.expSeries_div_hasSum_exp (a * Q ^ 2)
  convert h.mul_right (Real.exp (-(a * Q ^ 2))) using 1
  · rfl
  · funext n
    unfold overtone
    ring
  · rw [← Real.exp_add, add_neg_cancel, Real.exp_zero]

/-- If the average of `g (n + 1)` over the spectrum is `s`, then the average of
`n g(n)` is `a Q² s`. -/
theorem ladder_average (a Q : ℝ) (g : ℕ → ℝ) {s : ℝ}
    (h : HasSum (fun n : ℕ => g (n + 1) * overtone a n Q) s) :
    HasSum (fun n : ℕ => (n : ℝ) * g n * overtone a n Q) (a * Q ^ 2 * s) := by
  have h1 : HasSum (fun n : ℕ => ((n + 1 : ℕ) : ℝ) * g (n + 1) * overtone a (n + 1) Q)
      (a * Q ^ 2 * s) := by
    convert h.mul_left (a * Q ^ 2) using 1
    · rfl
    · funext n
      push_cast
      linear_combination g (n + 1) * overtone_ladder a Q n
  -- the n = 0 term of this sum vanishes because of the factor n
  have h2 := (hasSum_nat_add_iff
    (f := fun n : ℕ => (n : ℝ) * g n * overtone a n Q) 1).mp h1
  simpa only [Finset.sum_range_one, Nat.cast_zero, zero_mul, add_zero] using h2

/-- The mean number of quanta excited at momentum transfer `Q` is `a Q²`. -/
theorem mean_quanta (a Q : ℝ) :
    HasSum (fun n : ℕ => (n : ℝ) * overtone a n Q) (a * Q ^ 2) := by
  have h := ladder_average a Q (fun _ => 1) (s := 1)
    (by simpa only [one_mul] using overtone_sum a Q)
  simpa only [mul_one] using h

/-- For an oscillator of mass `M` and frequency `ω`, where `a = ħ/(2Mω)`, the mean energy
transfer times `2M` equals the squared momentum transfer `(ħQ)²`. -/
theorem recoil_energy {M ω : ℝ} (hM : M ≠ 0) (hω : ω ≠ 0) (ħ Q : ℝ) :
    HasSum (fun n : ℕ => 2 * M * ((n : ℝ) * (ħ * ω)) * overtone (ħ / (2 * M * ω)) n Q)
      ((ħ * Q) ^ 2) := by
  convert (mean_quanta (ħ / (2 * M * ω)) Q).mul_left (2 * M * (ħ * ω)) using 1
  · funext n
    ring
  · field_simp

end

end OvertoneRecoil
```

The compiler's answer:

```
Main.lean:68:4: error: Tactic `apply` failed: could not unify the conclusion of `@funext`
  ?f = ?g
with the goal
  Real.instAddCommMonoid =
    CommRing.toNonUnitalCommRing.toNonUnitalNonAssocCommRing.toNonUnitalNonAssocSemiring.toAddCommMonoid

Note: The full type of `@funext` is
  ∀ {α : Sort ?u.84} {β : α → Sort ?u.83} {f g : (x : α) → β x}, (∀ (x : α), f x = g x) → f = g

case e'_3
M ω : ℝ
hM : M ≠ 0
hω : ω ≠ 0
ħ Q : ℝ
⊢ Real.instAddCommMonoid =
    CommRing.toNonUnitalCommRing.toNonUnitalNonAssocCommRing.toNonUnitalNonAssocSemiring.toAddCommMonoid
Main.lean:70:2: error: unsolved goals
case e'_5
M ω : ℝ
hM : M ≠ 0
hω : ω ≠ 0
ħ Q : ℝ
⊢ (fun n => 2 * M * ↑n * ħ * ω * overtone (ħ / (2 * M * ω)) n Q) = fun i =>
    2 * M * ħ * ω * ↑i * overtone (ħ / (2 * M * ω)) i Q
Main.lean:66:23: error: unsolved goals
case e'_6
M ω : ℝ
hM : M ≠ 0
hω : ω ≠ 0
ħ Q : ℝ
⊢ (ħ * Q) ^ 2 = 2 * M * (ħ * ω) * (ħ / (2 * M * ω) * Q ^ 2)
```

The call to `convert` leaves three goals, but the proof has bullets for only two. The first goal asks that two instances of the additive structure on the reals be equal, `Real.instAddCommMonoid` and one reached through `CommRing`. The bullet meant for the terms of the series lands there, and `funext` fails because the goal is not an equation between functions.

The next bullet is then also one goal too early. Its `field_simp`, meant for the value of the sum, meets the equation between the series' terms and leaves it unsolved, with the factors in different orders on the two sides. The equation for the value gets no bullet at all, which is the third error.

The added `· rfl` closes the instance goal, since the two structures are equal by definition. Each old bullet now meets its proper goal: `funext n` and `ring` prove the terms equal, and `field_simp` proves the values equal, cancelling M and ω, which are nonzero by hypothesis.

The repair, with which the file compiles:

```diff
@@ -66,4 +66,5 @@
       ((ħ * Q) ^ 2) := by
   convert (mean_quanta (ħ / (2 * M * ω)) Q).mul_left (2 * M * (ħ * ω)) using 1
+  · rfl
   · funext n
     ring
```
